# The Rodrigues matrix acts on a vector v as cos θ v + sin θ n × v + (1 − cos θ)(n · v) n

For real three-component vectors `n` and `v` and a real angle `θ`, the theorem states that multiplying `v` by the matrix cos θ 1 + sin θ [n]ₓ + (1 − cos θ) n nᵀ gives cos θ v + sin θ n × v + (1 − cos θ)(n · v) n. When `n` is a unit vector, this is the rotation of `v` by `θ` about `n`, but the identity is algebraic and holds for `n` of any length. The attempt compares the two sides component by component, expands the matrix, dot and cross products with `simp`, and leaves the remaining polynomial identities to `ring`.

The first attempt, which Lean rejects:

```lean
import Mathlib

open Matrix

namespace RodriguesMulVec

/-- The Rodrigues matrix `cos θ 1 + sin θ [n]ₓ + (1 - cos θ) n nᵀ` of axis `n` and angle `θ`. -/
noncomputable def rodrigues (n : Fin 3 → ℝ) (θ : ℝ) : Matrix (Fin 3) (Fin 3) ℝ :=
  Real.cos θ • (1 : Matrix (Fin 3) (Fin 3) ℝ)
    + Real.sin θ • !![0, -n 2, n 1; n 2, 0, -n 0; -n 1, n 0, 0]
    + (1 - Real.cos θ) • vecMulVec n n

/-- Rodrigues' formula: the action on a vector is
`cos θ v + sin θ n × v + (1 - cos θ) (n · v) n`. -/
theorem rodrigues_mulVec (n v : Fin 3 → ℝ) (θ : ℝ) :
    rodrigues n θ *ᵥ v = Real.cos θ • v + Real.sin θ • (n ⨯₃ v)
      + ((1 - Real.cos θ) * (n ⬝ᵥ v)) • n := by
  ext i
  fin_cases i <;> simp [rodrigues, mulVec, dotProduct, Fin.sum_univ_three, cross_apply,
    vecMulVec_apply, Matrix.one_apply] <;> ring

end RodriguesMulVec
```

Compiling this gives:

```
Try this:
  [apply] ring_nf
  
  The `ring` tactic failed to close the goal. Use `ring_nf` to obtain a normal form.
    
  Note that `ring` works primarily in *commutative* rings. If you have a noncommutative ring, abelian group or module, consider using `noncomm_ring`, `abel` or `module` instead.
Try this:
  [apply] ring_nf
  
  The `ring` tactic failed to close the goal. Use `ring_nf` to obtain a normal form.
    
  Note that `ring` works primarily in *commutative* rings. If you have a noncommutative ring, abelian group or module, consider using `noncomm_ring`, `abel` or `module` instead.
Try this:
  [apply] ring_nf
  
  The `ring` tactic failed to close the goal. Use `ring_nf` to obtain a normal form.
    
  Note that `ring` works primarily in *commutative* rings. If you have a noncommutative ring, abelian group or module, consider using `noncomm_ring`, `abel` or `module` instead.
Main.lean:17:45: error: unsolved goals
case «0»
n v : Fin 3 → ℝ
θ : ℝ
⊢ -(Real.cos θ * n 0 * n 2 * v 2) - Real.cos θ * n 0 * n 1 * v 1 - Real.cos θ * n 0 ^ 2 * v 0 + Real.cos θ * v 0 +
              n 0 * n 2 * v 2 +
            n 0 * n 1 * v 1 +
          n 0 ^ 2 * v 0 -
        Real.sin θ * n 2 * v 1 +
      Real.sin θ * n 1 * v 2 =
    -(Real.cos θ * n 0 * n 2 * v 2) - Real.cos θ * n 0 * n 1 * v 1 - Real.cos θ * n 0 ^ 2 * v 0 + n 0 * n 2 * v 2 +
              n 0 * n 1 * v 1 +
            n 0 ^ 2 * v 0 -
          Real.sin θ * n 2 * v 1 +
        Real.sin θ * n 1 * v 2 +
      vecHead (Real.cos θ • v)

case «1»
n v : Fin 3 → ℝ
θ : ℝ
⊢ Real.sin θ * n 2 * v 0 - Real.sin θ * n 0 * v 2 - n 2 * Real.cos θ * n 1 * v 2 + n 2 * n 1 * v 2 -
              Real.cos θ * n 1 * n 0 * v 0 -
            Real.cos θ * n 1 ^ 2 * v 1 +
          Real.cos θ * v 1 +
        n 1 * n 0 * v 0 +
      n 1 ^ 2 * v 1 =
    Real.sin θ * n 2 * v 0 - Real.sin θ * n 0 * v 2 - n 2 * Real.cos θ * n 1 * v 2 + n 2 * n 1 * v 2 -
              Real.cos θ * n 1 * n 0 * v 0 -
            Real.cos θ * n 1 ^ 2 * v 1 +
          n 1 * n 0 * v 0 +
        n 1 ^ 2 * v 1 +
      vecHead (vecTail (Real.cos θ • v))

case «2»
n v : Fin 3 → ℝ
θ : ℝ
⊢ -(Real.sin θ * n 1 * v 0) + Real.sin θ * n 0 * v 1 - n 1 * Real.cos θ * n 2 * v 1 + n 1 * n 2 * v 1 -
              Real.cos θ * n 2 * n 0 * v 0 -
            Real.cos θ * n 2 ^ 2 * v 2 +
          Real.cos θ * v 2 +
        n 2 * n 0 * v 0 +
      n 2 ^ 2 * v 2 =
    -(Real.sin θ * n 1 * v 0) + Real.sin θ * n 0 * v 1 - n 1 * Real.cos θ * n 2 * v 1 + n 1 * n 2 * v 1 -
              Real.cos θ * n 2 * n 0 * v 0 -
            Real.cos θ * n 2 ^ 2 * v 2 +
          n 2 * n 0 * v 0 +
        n 2 ^ 2 * v 2 +
      vecHead (vecTail (vecTail (Real.cos θ • v)))
```

Cause. The three "Try this" messages say that `ring` did not close the goal, once for each component. The error shows what was left: the left side has `Real.cos θ * v 0`, while the right has `vecHead (Real.cos θ • v)`, and likewise with `vecTail` for the other two components. These are equal, but `ring` does not unfold `vecHead`, so it treats it as an unrelated quantity.

The term arises because `cross_apply` writes the cross product as an explicit vector `![…]`. `simp` then adds `Real.cos θ • v` to that vector as a whole, splitting it into head and tail, before the component is taken.

The added `simp only` runs while the index is still a general `i`. `Pi.add_apply` turns the component of the sum into a sum of components, and `Pi.smul_apply` with `smul_eq_mul` turns the scalar multiples into ordinary products. When the cross product is expanded afterwards, no vector sum is left to split, and `ring` closes all three goals. The added comment has no effect on the proof.

The change, after which it compiles:

```diff
@@ -17,4 +17,6 @@
       + ((1 - Real.cos θ) * (n ⬝ᵥ v)) • n := by
   ext i
+  -- take components of the sum first, then compare them one by one
+  simp only [Pi.add_apply, Pi.smul_apply, smul_eq_mul]
   fin_cases i <;> simp [rodrigues, mulVec, dotProduct, Fin.sum_univ_three, cross_apply,
     vecMulVec_apply, Matrix.one_apply] <;> ring
```
